# For differentiable Roothaan orbitals, the Fock derivative between two distinct orbitals of equal energy is that energy times the overlap derivative

In a finite basis, let the Fock matrix F, the overlap matrix S, the orbital coefficients C and the real orbital energies depend differentiably on a real parameter at the value t. The Roothaan equation is assumed at every parameter value, orthonormality of the orbitals with respect to S at t, and the derivative of C is written as C U. The lemma `OrbitalResponse.degenerate_condition` says that if two distinct orbitals i and j have the same energy at t, then the (i, j) element of C†F′C equals that of C†S′C times the shared energy, with C taken at t. The proof starts from the perturbed orbital equation, in which the energy difference multiplies the response U between the two orbitals. Equal energies make that side zero, and `linear_combination` is then asked to get the claim from what is left.

The first attempt, which Lean rejects:

```lean
import Mathlib

open Matrix

namespace CoupledPerturbedOrbitals

noncomputable section

variable {n : Type*} [Fintype n] [DecidableEq n]

/-- The matrix path `A` has the entrywise derivative `A'` at the parameter value `t`. -/
def HasMatDeriv (A : ℝ → Matrix n n ℂ) (A' : Matrix n n ℂ) (t : ℝ) : Prop :=
  ∀ i j, HasDerivAt (fun s => A s i j) (A' i j) t

/-- The diagonal matrix of real orbital energies or occupation numbers. -/
def levels (e : n → ℝ) : Matrix n n ℂ := diagonal fun i => (e i : ℂ)

/-- Orbitals `C` with energies `e` solve the Roothaan equation along a path and are orthonormal
at `t`; there `F`, `S`, `e` have derivatives `F'`, `S'`, `e'`, and `C` has derivative `C U`. -/
structure OrbitalResponse (F S C : ℝ → Matrix n n ℂ) (e : ℝ → n → ℝ) (t : ℝ)
    (F' S' U : Matrix n n ℂ) (e' : n → ℝ) : Prop where
  dF : HasMatDeriv F F' t
  dS : HasMatDeriv S S' t
  dC : HasMatDeriv C (C t * U) t
  de : ∀ i, HasDerivAt (fun s => e s i) (e' i) t
  roothaan : ∀ s, F s * C s = S s * C s * levels (e s)
  orthonormal : (C t)ᴴ * S t * C t = 1

omit [DecidableEq n] in
/-- The product rule for matrix paths, with the order of the factors kept. -/
theorem HasMatDeriv.mul {A B : ℝ → Matrix n n ℂ} {A' B' : Matrix n n ℂ} {t : ℝ}
    (hA : HasMatDeriv A A' t) (hB : HasMatDeriv B B' t) :
    HasMatDeriv (fun s => A s * B s) (A' * B t + A t * B') t := by
  intro i j
  have h := HasDerivAt.fun_sum (u := Finset.univ)
    (fun k _ => (hA i k).fun_mul (hB k j))
  simpa only [Matrix.mul_apply, Matrix.add_apply, Finset.sum_add_distrib] using h

variable {F S C : ℝ → Matrix n n ℂ} {e : ℝ → n → ℝ} {t : ℝ}
  {F' S' U : Matrix n n ℂ} {e' : n → ℝ}

/-- The differentiated Roothaan equation, written in the basis of the unperturbed orbitals. -/
theorem OrbitalResponse.matrix_equation (r : OrbitalResponse F S C e t F' S' U e') :
    (C t)ᴴ * F' * C t + levels (e t) * U =
      (C t)ᴴ * S' * C t * levels (e t) + U * levels (e t) + levels e' := by
  have hD : HasMatDeriv (fun s => levels (e s)) (levels e') t := by
    intro i j
    by_cases h : i = j
    · subst h
      simpa only [levels, Matrix.diagonal_apply_eq] using (r.de i).ofReal_comp
    · simp [levels, Matrix.diagonal_apply_ne _ h, hasDerivAt_const]
  have hL := r.dF.mul r.dC
  have hR := (r.dS.mul r.dC).mul hD
  -- both sides of the Roothaan equation have the same derivative
  have key : F' * C t + F t * (C t * U) =
      (S' * C t + S t * (C t * U)) * levels (e t) + S t * C t * levels e' := by
    ext i j
    refine (hL i j).unique ?_
    simp only [r.roothaan]
    exact hR i j
  -- the Fock matrix is diagonal in the orbital basis
  have hCFC : (C t)ᴴ * F t * C t = levels (e t) := by
    rw [mul_assoc, r.roothaan, ← mul_assoc, ← mul_assoc, r.orthonormal, one_mul]
  calc (C t)ᴴ * F' * C t + levels (e t) * U
      = (C t)ᴴ * (F' * C t + F t * (C t * U)) := by
        rw [← hCFC]
        simp only [Matrix.mul_add, Matrix.mul_assoc]
    _ = (C t)ᴴ * ((S' * C t + S t * (C t * U)) * levels (e t)
          + S t * C t * levels e') := by rw [key]
    _ = (C t)ᴴ * S' * C t * levels (e t) + ((C t)ᴴ * S t * C t) * U * levels (e t)
          + ((C t)ᴴ * S t * C t) * levels e' := by
        simp only [Matrix.mul_add, Matrix.add_mul, Matrix.mul_assoc]
    _ = _ := by rw [r.orthonormal, one_mul, one_mul]

/-- The perturbed orbital equations: energy differences times the orbital response equal
the energy-weighted overlap derivative minus the Fock derivative, for distinct orbitals. -/
theorem OrbitalResponse.orbital_equation (r : OrbitalResponse F S C e t F' S' U e')
    {i j : n} (hij : i ≠ j) :
    ((e t i : ℂ) - e t j) * U i j =
      ((C t)ᴴ * S' * C t) i j * e t j - ((C t)ᴴ * F' * C t) i j := by
  have h := congrFun (congrFun r.matrix_equation i) j
  simp only [Matrix.add_apply, levels, Matrix.mul_diagonal, Matrix.diagonal_mul,
    Matrix.diagonal_apply_ne _ hij] at h
  linear_combination h

/-- For two distinct orbitals of equal energy, the Fock derivative between them equals the
energy-weighted overlap derivative. -/
theorem OrbitalResponse.degenerate_condition (r : OrbitalResponse F S C e t F' S' U e')
    {i j : n} (hij : i ≠ j) (he : e t i = e t j) :
    ((C t)ᴴ * F' * C t) i j = ((C t)ᴴ * S' * C t) i j * e t j := by
  have h := r.orbital_equation hij
  rw [he, sub_self, zero_mul] at h
  linear_combination -h

end

end CoupledPerturbedOrbitals
```

The error:

```
Main.lean:93:2: error: ring failed, ring expressions not equal
n : Type u_1
inst✝¹ : Fintype n
inst✝ : DecidableEq n
F S C : ℝ → Matrix n n ℂ
e : ℝ → n → ℝ
t : ℝ
F' S' U : Matrix n n ℂ
e' : n → ℝ
r : OrbitalResponse F S C e t F' S' U e'
i j : n
hij : i ≠ j
he : e t i = e t j
h : 0 = ((C t)ᴴ * S' * C t) i j * ↑(e t j) - ((C t)ᴴ * F' * C t) i j
⊢ ((C t)ᴴ * F' * C t) i j * 2 - ((C t)ᴴ * S' * C t) i j * ↑(e t j) * 2 = 0
```

The error is a wrong sign in the last line. Write a for the Fock element and b for the overlap element times the energy. The goal is a = b, and after the rewriting `h` reads 0 = b - a.

`linear_combination` subtracts the two sides of the equation it is given from the two sides of the goal, and leaves `ring` to check that the result is zero. The left side of `h` minus its right side is a - b, which is already the goal's own difference, so `h` is needed with coefficient 1. With `-h` the two differences add up instead of cancelling, and what remains is 2a - 2b. This is the expression in the message, where Lean reports that it could not show `... * 2 - ... * 2 = 0`.

Changing `-h` to `h` makes the difference cancel exactly, and `ring` succeeds. The lemma's statement and the steps leading to `h` were sound and are unchanged.

After these edits no error is left:

```diff
@@ -91,5 +91,5 @@
   have h := r.orbital_equation hij
   rw [he, sub_self, zero_mul] at h
-  linear_combination -h
+  linear_combination h
 
 end
```
